# Conservation of the Lewis–Riesenfeld invariant for an oscillator in a normed algebra

Let $X$ and $P$ be the position and momentum of an oscillator of unit mass and frequency 1, not assumed to commute: then $X'=P$ and $P'=-X$ give $(X^2+P^2)'=(PX+XP)-(XP+PX)=0$, where every product cancels against one with its factors in the same order. If the frequency varies in time, the same cancellation returns once $X$ is replaced by $X/\rho$ and $P$ by $\rho P-\rho'X$, with a width $\rho(t)$ that obeys a suitable equation.

```lean
import Mathlib

namespace LewisRiesenfeld

noncomputable section

variable {A : Type*} [NormedRing A] [NormedAlgebra ℝ A]

/-- Heisenberg equations of an oscillator of unit mass with time-dependent frequency `w`:
`X' = P` and `P' = -w² X`. -/
structure IsOscillator (w : ℝ → ℝ) (X P : ℝ → A) : Prop where
  position : ∀ t, HasDerivAt X (P t) t
  momentum : ∀ t, HasDerivAt P ((-(w t ^ 2)) • X t) t

/-- The width `ρ` is positive, has rate of change `v`, and obeys the Ermakov equation
`ρ'' + w² ρ = 1/ρ³`. -/
structure IsErmakov (w ρ v : ℝ → ℝ) : Prop where
  pos : ∀ t, 0 < ρ t
  rate : ∀ t, HasDerivAt ρ (v t) t
  accel : ∀ t, HasDerivAt v (1 / ρ t ^ 3 - w t ^ 2 * ρ t) t

/-- The position measured in units of the width, `X/ρ`, for `ρ ≠ 0`. -/
def scaledX (ρ : ℝ → ℝ) (X : ℝ → A) (t : ℝ) : A := (ρ t)⁻¹ • X t

/-- The momentum in the frame that breathes with the width, `ρ P - ρ' X`, where `v = ρ'`. -/
def scaledP (ρ v : ℝ → ℝ) (X P : ℝ → A) (t : ℝ) : A := ρ t • P t - v t • X t

/-- The Lewis-Riesenfeld expression `(X/ρ)² + (ρ P - ρ' X)²`, where `v = ρ'` and `ρ ≠ 0`. -/
def invariant (ρ v : ℝ → ℝ) (X P : ℝ → A) (t : ℝ) : A :=
  scaledX ρ X t ^ 2 + scaledP ρ v X P t ^ 2

/-- A quantity whose time derivative vanishes at all times has equal values at any two times. -/
theorem conserved {f : ℝ → A} (h : ∀ t, HasDerivAt f 0 t) (s t : ℝ) : f t = f s :=
  is_const_of_deriv_eq_zero (fun x => (h x).differentiableAt) (fun x => (h x).deriv) t s

/-- The scaled position changes at the rate `1/ρ²` times the scaled momentum. -/
theorem scaledX_deriv {w ρ v : ℝ → ℝ} {X P : ℝ → A} (hO : IsOscillator w X P)
    (hE : IsErmakov w ρ v) (t : ℝ) :
    HasDerivAt (scaledX ρ X) ((1 / ρ t ^ 2) • scaledP ρ v X P t) t := by
  have hne : ρ t ≠ 0 := (hE.pos t).ne'
  have hi : HasDerivAt (fun s => (ρ s)⁻¹) (-v t / ρ t ^ 2) t := (hE.rate t).inv hne
  have hc : (ρ t)⁻¹ = 1 / ρ t ^ 2 * ρ t := by field_simp
  have h := hi.smul (hO.position t)
  exact h.congr_deriv (by simp only [scaledP]; rw [hc]; module)

/-- For a width that obeys the Ermakov equation, the scaled momentum changes at the rate `-1/ρ²`
times the scaled position. -/
theorem scaledP_deriv {w ρ v : ℝ → ℝ} {X P : ℝ → A} (hO : IsOscillator w X P)
    (hE : IsErmakov w ρ v) (t : ℝ) :
    HasDerivAt (scaledP ρ v X P) ((-(1 / ρ t ^ 2)) • scaledX ρ X t) t := by
  have h := ((hE.rate t).smul (hO.momentum t)).sub ((hE.accel t).smul (hO.position t))
  exact h.congr_deriv (by simp only [scaledX]; module)

/-- **Lewis-Riesenfeld invariant.** Along the motion of an oscillator with time-dependent frequency,
and for a width `ρ` that obeys the Ermakov equation, `(X/ρ)² + (ρ P - ρ' X)²` has the same value at
any two times. -/
theorem invariant_conserved {w ρ v : ℝ → ℝ} {X P : ℝ → A} (hO : IsOscillator w X P)
    (hE : IsErmakov w ρ v) (s t : ℝ) : invariant ρ v X P t = invariant ρ v X P s := by
  have key := conserved (f := fun u => scaledX ρ X u * scaledX ρ X u
      + scaledP ρ v X P u * scaledP ρ v X P u) (fun u => by
    have hQ := scaledX_deriv hO hE u
    have hK := scaledP_deriv hO hE u
    -- the four terms cancel in pairs with the order of the factors kept
    exact ((hQ.mul hQ).add (hK.mul hK)).congr_deriv (by
      simp only [smul_mul_assoc, mul_smul_comm]; module)) s t
  simpa only [invariant, sq] using key

/-- The commutator of the scaled position and momentum at time `t` equals the commutator
of `X` and `P` at any time `s`. -/
theorem scaled_commutator {w ρ : ℝ → ℝ} {X P : ℝ → A} (hO : IsOscillator w X P)
    (v : ℝ → ℝ) (s t : ℝ) (hρ : ρ t ≠ 0) :
    scaledX ρ X t * scaledP ρ v X P t - scaledP ρ v X P t * scaledX ρ X t
      = X s * P s - P s * X s := by
  have hconst : X t * P t - P t * X t = X s * P s - P s * X s :=
    conserved (f := fun u => X u * P u - P u * X u) (fun u => by
      have hX := hO.position u
      have hP := hO.momentum u
      exact ((hX.mul hP).sub (hP.mul hX)).congr_deriv (by
        simp only [smul_mul_assoc, mul_smul_comm]; module)) s t
  have h1 : (ρ t)⁻¹ * ρ t = 1 := inv_mul_cancel₀ hρ
  rw [← hconst]
  simp only [scaledX, scaledP, mul_sub, sub_mul, smul_mul_assoc, mul_smul_comm]
  linear_combination (norm := module) h1 • (X t * P t - P t * X t)

/-- For an Ermakov width `ρ` and a phase `θ` with `θ' = 1/ρ²`, the position at time `t` is `ρ(t)
(cos φ Q + sin φ K)`, where `Q` and `K` are the scaled position and momentum at time `s` and `φ =
θ(t) - θ(s)`. -/
theorem exact_solution {w ρ v θ : ℝ → ℝ} {X P : ℝ → A} (hO : IsOscillator w X P)
    (hE : IsErmakov w ρ v) (hθ : ∀ t, HasDerivAt θ (1 / ρ t ^ 2) t) (s t : ℝ) :
    X t = ρ t • (Real.cos (θ t - θ s) • scaledX ρ X s
      + Real.sin (θ t - θ s) • scaledP ρ v X P s) := by
  have hc := fun u => ((hθ u).sub_const (θ s)).cos
  have hs := fun u => ((hθ u).sub_const (θ s)).sin
  have hQ := scaledX_deriv hO hE
  have hK := scaledP_deriv hO hE
  -- rotating back by the phase gives two constants of the motion
  have C := conserved (f := fun u => Real.cos (θ u - θ s) • scaledX ρ X u
      - Real.sin (θ u - θ s) • scaledP ρ v X P u) (fun u =>
    (((hc u).smul (hQ u)).sub ((hs u).smul (hK u))).congr_deriv (by module)) s t
  have D := conserved (f := fun u => Real.sin (θ u - θ s) • scaledX ρ X u
      + Real.cos (θ u - θ s) • scaledP ρ v X P u) (fun u =>
    (((hs u).smul (hQ u)).add ((hc u).smul (hK u))).congr_deriv (by module)) s t
  simp only [sub_self, Real.cos_zero, Real.sin_zero, one_smul, zero_smul, sub_zero,
    zero_add] at C D
  have hp := Real.sin_sq_add_cos_sq (θ t - θ s)
  have hrot : Real.cos (θ t - θ s) • scaledX ρ X s + Real.sin (θ t - θ s) • scaledP ρ v X P s
      = scaledX ρ X t := by
    rw [← C, ← D]
    linear_combination (norm := module) hp • scaledX ρ X t
  rw [hrot, scaledX, smul_inv_smul₀ (hE.pos t).ne']

/-- The position `ρ (cos θ a + sin θ b)` with amplitudes `a` and `b`. -/
def modeX (ρ θ : ℝ → ℝ) (a b : A) (t : ℝ) : A :=
  ρ t • (Real.cos (θ t) • a + Real.sin (θ t) • b)

/-- The momentum `ρ' (cos θ a + sin θ b) + (-sin θ a + cos θ b)/ρ`, where `v = ρ'` and
`ρ ≠ 0`. -/
def modeP (ρ v θ : ℝ → ℝ) (a b : A) (t : ℝ) : A :=
  v t • (Real.cos (θ t) • a + Real.sin (θ t) • b)
    + (ρ t)⁻¹ • ((-Real.sin (θ t)) • a + Real.cos (θ t) • b)

/-- For any amplitudes `a` and `b` in the algebra, an Ermakov width and its phase give a
solution of the oscillator equations. -/
theorem mode_isOscillator {w ρ v θ : ℝ → ℝ} (hE : IsErmakov w ρ v)
    (hθ : ∀ t, HasDerivAt θ (1 / ρ t ^ 2) t) (a b : A) :
    IsOscillator w (modeX ρ θ a b) (modeP ρ v θ a b) := by
  have hM : ∀ t, HasDerivAt (fun u => Real.cos (θ u) • a + Real.sin (θ u) • b)
      ((1 / ρ t ^ 2) • ((-Real.sin (θ t)) • a + Real.cos (θ t) • b)) t := fun t =>
    (((hθ t).cos.smul_const a).add ((hθ t).sin.smul_const b)).congr_deriv (by module)
  have hN : ∀ t, HasDerivAt (fun u => (-Real.sin (θ u)) • a + Real.cos (θ u) • b)
      ((-(1 / ρ t ^ 2)) • (Real.cos (θ t) • a + Real.sin (θ t) • b)) t := fun t =>
    (((hθ t).sin.neg.smul_const a).add ((hθ t).cos.smul_const b)).congr_deriv (by module)
  refine ⟨fun t => ?_, fun t => ?_⟩
  · have hne : ρ t ≠ 0 := (hE.pos t).ne'
    have hc : (ρ t)⁻¹ = 1 / ρ t ^ 2 * ρ t := by field_simp
    have h := (hE.rate t).smul (hM t)
    exact h.congr_deriv (by simp only [modeP]; rw [hc]; module)
  · have hi : HasDerivAt (fun s => (ρ s)⁻¹) (-v t / ρ t ^ 2) t :=
      (hE.rate t).inv (hE.pos t).ne'
    have h := ((hE.accel t).smul (hM t)).add (hi.smul (hN t))
    exact h.congr_deriv (by simp only [modeX]; module)

/-- The width `√((1 + t²)/2)`. -/
def width (t : ℝ) : ℝ := Real.sqrt ((1 + t ^ 2) / 2)

/-- For the frequency `√3/(1 + t²)`, the explicit width `√((1 + t²)/2)` and phase `2 arctan t`
meet the Ermakov and phase equations, and give an oscillator with any amplitudes `a`, `b`. -/
theorem oscillator_witness (a b : A) :
    IsErmakov (fun t => Real.sqrt 3 / (1 + t ^ 2)) width (fun t => t / (2 * width t)) ∧
    (∀ t, HasDerivAt (fun u => 2 * Real.arctan u) (1 / width t ^ 2) t) ∧
    IsOscillator (fun t => Real.sqrt 3 / (1 + t ^ 2))
      (modeX width (fun u => 2 * Real.arctan u) a b)
      (modeP width (fun t => t / (2 * width t)) (fun u => 2 * Real.arctan u) a b) := by
  have hpos : ∀ t, 0 < width t := fun t => Real.sqrt_pos.mpr (by positivity)
  have hsq : ∀ t, width t ^ 2 = (1 + t ^ 2) / 2 := fun t => Real.sq_sqrt (by positivity)
  have hr : ∀ t, HasDerivAt width (t / (2 * width t)) t := fun t => by
    have hq : HasDerivAt (fun u : ℝ => (1 + u ^ 2) / 2) t t :=
      (((hasDerivAt_pow 2 t).const_add 1).div_const 2).congr_deriv (by norm_num)
    exact hq.sqrt (by positivity)
  -- the Ermakov equation reduces to algebra in the width r, with 1 + u² = 2r²
  have alg : ∀ r u : ℝ, r ≠ 0 → 1 + u ^ 2 = 2 * r ^ 2 →
      (1 * (2 * r) - u * (2 * (u / (2 * r)))) / (2 * r) ^ 2
        = 1 / r ^ 3 - (Real.sqrt 3 / (1 + u ^ 2)) ^ 2 * r := by
    intro r u h0 h
    have e : (1 * (2 * r) - u * (2 * (u / (2 * r)))) / (2 * r) ^ 2
        = (2 * r ^ 2 - u ^ 2) / (4 * r ^ 3) := by
      field_simp
      ring
    rw [e, h, div_pow, Real.sq_sqrt (by norm_num), show 2 * r ^ 2 - u ^ 2 = 1 by linarith]
    field_simp
    ring
  have hE : IsErmakov (fun t => Real.sqrt 3 / (1 + t ^ 2)) width
      (fun t => t / (2 * width t)) := by
    refine ⟨hpos, hr, fun t => ?_⟩
    have hne : 2 * width t ≠ 0 := (mul_pos two_pos (hpos t)).ne'
    have h := (hasDerivAt_id' t).div ((hr t).const_mul 2) hne
    exact h.congr_deriv (alg (width t) t (hpos t).ne' (by linarith [hsq t]))
  have hθ : ∀ t, HasDerivAt (fun u => 2 * Real.arctan u) (1 / width t ^ 2) t := fun t =>
    ((Real.hasDerivAt_arctan t).const_mul 2).congr_deriv (by rw [hsq t]; field_simp)
  exact ⟨hE, hθ, mode_isOscillator hE hθ a b⟩

end

end LewisRiesenfeld
```

```lean
#print axioms LewisRiesenfeld.invariant_conserved
#print axioms LewisRiesenfeld.scaled_commutator
#print axioms LewisRiesenfeld.exact_solution
```

```
'LewisRiesenfeld.invariant_conserved' depends on axioms: [propext, Classical.choice, Quot.sound]
'LewisRiesenfeld.scaled_commutator' depends on axioms: [propext, Classical.choice, Quot.sound]
'LewisRiesenfeld.exact_solution' depends on axioms: [propext, Classical.choice, Quot.sound]
```

## The conserved sum and its hypotheses

The curves $X$ and $P$ take values in a real normed algebra `A`. The structure `IsOscillator w X P` says that at every real time $t$

$$X'(t)=P(t),\qquad P'(t)=-w(t)^2X(t).$$

The structure `IsErmakov w ρ v` says that $\rho(t)>0$, that $v=\rho'$, and that $v'=1/\rho^3-w^2\rho$. Together these are the Ermakov equation $\rho''+w^2\rho=1/\rho^3$ with a positive solution. Each `HasDerivAt` states that the derivative exists and gives its value.

The rescaled variables are

$$Q=\frac{X}{\rho},\qquad K=\rho P-\rho' X,$$

called `scaledX` and `scaledP` in the code. The theorem `invariant_conserved` states that $Q^2+K^2$ has the same value at any two times $s$ and $t$. This is an equality between elements of the algebra, so for matrices every entry is conserved.

Three further theorems describe the motion. `scaled_commutator` equates the commutator of $Q$ and $K$ at time $t$ with that of $X$ and $P$ at any time $s$. `exact_solution` gives $X(t)$ in terms of $Q(s)$ and $K(s)$, and `mode_isOscillator` builds a solution from any two algebra elements.

## A breathing frame for bounded operators

The equations in `IsOscillator` are, for a canonical pair, the Heisenberg equations of the Hamiltonian $P^2/2+w(t)^2X^2/2$. They are assumed here and not derived from a Hamiltonian and a commutator. For other pairs, such as matrices truncated to a finite basis, that Hamiltonian need not generate them. The frequency $w$ is real, so $w^2\ge 0$ and an inverted oscillator is excluded.

The Ermakov equation has a mechanical meaning: $\rho$ is the radius of a planar oscillator of the same frequency with unit angular momentum, and $1/\rho^3$ is its centrifugal term. The polar angle $\theta$ of that motion advances at the rate $1/\rho^2$. Apart from `scaled_commutator`, the general theorems about the oscillator take a solution $\rho$ as a hypothesis; its existence for a given $w$ is not proved, except in the explicit example below. The constant 1 in front of $1/\rho^3$ fixes the scale of $\rho$, and the factor $1/2$ that often stands before the invariant is left out.

With real numbers for `A`, the result describes a classical oscillator. With square matrices or bounded operators, it covers pairs that do not commute. A canonical pair with $[X,P]=i\hbar$ does not fit into a nonzero normed algebra, since that relation forces at least one of the operators to be unbounded. The algebra below is the one used formally for such a pair, but a rigorous treatment also has to deal with domains. The full Lewis–Riesenfeld method goes on to build solutions of the Schrödinger equation from the eigenstates of the invariant and their phases, which this file does not treat.

When the equations $X'=P$ and $P'=-w^2X$ are integrated numerically for a pair of matrices, drift in $Q^2+K^2$ beyond rounding signals an integration error when $\rho$ and $\rho'$ are known accurately. The absence of drift does not show that the motion is accurate: an error in the phase alone rotates $(Q,K)$ and leaves the sum unchanged.

## Why the rescaled motion is a rotation

The product rule gives

$$Q'=\frac{P}{\rho}-\frac{\rho'}{\rho^2}X=\frac{\rho P-\rho'X}{\rho^2}=\frac{K}{\rho^2}.$$

For $K$, the equation of motion and the Ermakov equation enter together:

$$K'=\rho'P-\rho w^2X-\left(\frac{1}{\rho^3}-w^2\rho\right)X-\rho'P=-\frac{X}{\rho^3}=-\frac{Q}{\rho^2}.$$

The frequency has dropped out, and $(Q,K)$ rotates at the rate $1/\rho^2$. Hence

$$(Q^2+K^2)'=\frac{KQ+QK}{\rho^2}-\frac{QK+KQ}{\rho^2}=0.$$

These lines are the lemmas `scaledX_deriv` and `scaledP_deriv`, followed by `invariant_conserved`. In each, Lean's product rule produces a derivative, and `congr_deriv` replaces it by the desired expression once the two are shown equal. The tactic `module` proves that equality by comparing coefficients. In the last step `smul_mul_assoc` and `mul_smul_comm` first pull the real factors out of the products, leaving the order of $Q$ and $K$ untouched. The lemma `conserved` then turns a vanishing derivative into equal values at two times.

The commutator needs less. Its derivative is

$$(XP-PX)'=P^2-w^2X^2+w^2X^2-P^2=0,$$

and at a fixed time

$$QK-KQ=\frac{1}{\rho}\bigl(X(\rho P-vX)-(\rho P-vX)X\bigr)=XP-PX.$$

The terms with $v$ cancel whatever $v$ is. Accordingly `scaled_commutator` assumes only the equations of motion and $\rho(t)\neq0$, not the Ermakov equation.

## The motion in terms of a phase

Let $\theta'=1/\rho^2$ and $\varphi(t)=\theta(t)-\theta(s)$ for a fixed $s$. Rotating back by $\varphi$ defines

$$C=\cos\varphi\,Q-\sin\varphi\,K,\qquad D=\sin\varphi\,Q+\cos\varphi\,K.$$

Both are constant, because

$$C'=\frac{-\sin\varphi\,Q-\cos\varphi\,K+\cos\varphi\,K+\sin\varphi\,Q}{\rho^2}=0,$$

$$D'=\frac{\cos\varphi\,Q-\sin\varphi\,K+\sin\varphi\,K-\cos\varphi\,Q}{\rho^2}=0.$$

At time $s$ the phase difference vanishes, so $C=Q(s)$ and $D=K(s)$. Since $\cos^2\varphi+\sin^2\varphi=1$, one has $Q(t)=\cos\varphi\,C+\sin\varphi\,D$, and therefore

$$X(t)=\rho(t)\bigl(\cos\varphi(t)\,Q(s)+\sin\varphi(t)\,K(s)\bigr).$$

In `exact_solution`, the facts `C` and `D` record the two constants, and `hrot` performs the rotation with the identity `hp` for sine and cosine.

Conversely, take any $a,b$ in the algebra and put

$$M=\cos\theta\,a+\sin\theta\,b,\qquad N=-\sin\theta\,a+\cos\theta\,b.$$

Then $M'=N/\rho^2$ and $N'=-M/\rho^2$, which are `hM` and `hN` in the proof of `mode_isOscillator`. The curve $X=\rho M$ has the momentum

$$P=X'=\rho'M+\frac{N}{\rho},$$

and a second derivative gives

$$P'=\left(\frac{1}{\rho^3}-w^2\rho\right)M+\frac{\rho'N}{\rho^2}-\frac{\rho'N}{\rho^2}-\frac{M}{\rho^3}=-w^2\rho M=-w^2X.$$

These two curves are `modeX` and `modeP`. The amplitudes $a$ and $b$ need not commute.

## The explicit frequency $\sqrt3/(1+t^2)$

The theorem `oscillator_witness` shows that the hypotheses are met by a frequency that really changes in time. Take

$$w=\frac{\sqrt3}{1+t^2},\qquad \rho=\sqrt{\frac{1+t^2}{2}},\qquad \theta=2\arctan t.$$

From $2\rho^2=1+t^2$ follows $\rho'=t/(2\rho)$, and then

$$\rho''=\frac{2\rho-2t\rho'}{4\rho^2}=\frac{2\rho^2-t^2}{4\rho^3}=\frac{1}{4\rho^3}.$$

The other term is $w^2\rho=3\rho/(2\rho^2)^2=3/(4\rho^3)$, so the sum is $1/\rho^3$. The phase equation holds because $\theta'=2/(1+t^2)=1/\rho^2$. In the code, `alg` carries out the Ermakov computation for a number $r$ in place of $\rho(t)$, and `mode_isOscillator` supplies the motion for arbitrary $a$ and $b$.

## A constant width of the wrong size

The Ermakov equation matters already for real numbers and constant frequency. Take $w=1$, $X=\cos t$ and $P=-\sin t$, with the constant width $\rho=2$. This width is positive and smooth, but $\rho''+w^2\rho=2$, whereas $1/\rho^3=1/8$. The sum becomes

$$\frac{X^2}{\rho^2}+(\rho P-\rho'X)^2=\frac{\cos^2t}{4}+4\sin^2t,$$

which equals $1/4$ at $t=0$ and $4$ at $t=\pi/2$. With $\rho=1$, which does solve the equation, it is $1$ at all times.
